# Every energy eigenvalue of a two-dimensional anisotropic parabolic band in a uniform perpendicular magnetic field has the form $(B/\sqrt{\det m})(n+\tfrac12)$

## Does a tilted mass ellipse enter the energies only through the determinant?

I use $\hbar=1$ and unit charge. The two in-plane kinetic momenta are $\Pi_0,\Pi_1$, with $[\Pi_0,\Pi_1]=iB$ and $B>0$. The effective-mass tensor $m$ is real, symmetric and positive definite, $M=m^{-1}$ is its inverse, and the band Hamiltonian is

$$H=\tfrac12\sum_{j,k}M_{jk}\,\Pi_j\Pi_k .$$

My $m$ has off-diagonal elements. I know the recipe of rotating to the principal axes, rescaling and quoting the harmonic oscillator, but two things bother me. Can I see directly, in the original axes, that the off-diagonal element affects the energies only through $\det m$? And the ladder argument I remember starts from a ground state and climbs. What excludes an eigenvalue lying between the rungs, if I haven't assumed that a ground state exists?

## Stepping down by $\omega$ until the lowered state vanishes

Keep your conventions and write $s=\sqrt{\det M}$ and $\omega=Bs$. Define

$$L=M_{00}\Pi_0+(M_{01}+is)\Pi_1,\qquad R=M_{00}\Pi_0+(M_{01}-is)\Pi_1 .$$

These are unnormalised: the textbook annihilation operator is $L/\sqrt{2M_{00}\,\omega}$. Since the momenta are symmetric and the two coefficients of $\Pi_1$ are complex conjugates, $\langle Lx,y\rangle=\langle x,Ry\rangle$.

**The determinant appears on completing the square.** Multiplying out gives

$$RL=M_{00}^2\Pi_0^2+M_{00}M_{01}(\Pi_0\Pi_1+\Pi_1\Pi_0)+iM_{00}s\,[\Pi_0,\Pi_1]+(M_{01}^2+s^2)\Pi_1^2 .$$

Because $s^2=M_{00}M_{11}-M_{01}^2$, the last coefficient is $M_{00}M_{11}$. The quadratic terms therefore add up to $2M_{00}H$, and the commutator term is $iM_{00}s\cdot iB=-M_{00}\,\omega$. Hence

$$RL=M_{00}(2H-\omega).$$

In the opposite order only the commutator term changes sign, so $LR=M_{00}(2H+\omega)$ and $[L,R]=2M_{00}\,\omega$. The off-diagonal element has been absorbed into $H$ and $\omega$, without any rotation of axes.

**$L$ removes one quantum.** From $2M_{00}H=RL+M_{00}\,\omega$,

$$2M_{00}[H,L]=RLL-LRL=-[L,R]L=-2M_{00}\,\omega L,$$

so $[H,L]=-\omega L$. If $H\psi=\mu\psi$, then $H(L\psi)=(\mu-\omega)L\psi$.

**The energy is bounded below.** For the same $\psi\neq0$,

$$\|L\psi\|^2=\langle\psi,RL\psi\rangle=M_{00}(2\mu-\omega)\|\psi\|^2 .$$

The left side is real and non-negative and $M_{00}>0$, so $\mu$ is real and $\mu\ge\omega/2$. Equality holds exactly when $L\psi=0$.

**Nothing lies between the rungs.** Start from any eigenvector and apply $L$ repeatedly. As long as the result is non-zero, it is an eigenvector with energy lowered by $\omega$. The bound forbids this from going on forever, so for some natural number $n$ we have $L^n\psi\neq0$ and $L^{n+1}\psi=0$. The last non-zero state has energy $\mu-n\omega=\omega/2$, which gives

$$\mu=B\sqrt{\det M}\,(n+\tfrac12).$$

The descent finds a lowest state from the eigenvector you started with, so none has to be assumed. Finally $\det M=1/\det m$, hence $\omega=B/m_c$ with cyclotron mass $m_c=\sqrt{\det m}$. For principal masses $m_1,m_2$ this is $\sqrt{m_1m_2}$.

For non-interacting carriers in a two-dimensional material, near an elliptic, parabolic band minimum described by the one-band Hamiltonian $H$, this converts the in-plane effective-mass tensor from an electronic-structure calculation into the possible Landau energies of $H$, measured from the band minimum. $H$ leaves out the orbital magnetic moment that the Bloch states at the minimum may carry, as they do in the valleys of a gapped Dirac material. Such a moment shifts the levels by an energy that is also linear in $B$, so it has to be added separately.

### The band and its momenta in Lean

The state space `E` is a complex inner-product space, and completeness is not assumed. A non-zero `E` that satisfies the hypotheses below is in fact never complete: on a complete space, symmetric maps defined everywhere are bounded, and bounded operators cannot satisfy $[\Pi_0,\Pi_1]=iB$ with $B>0$. The momenta form a family `P : Fin 2 → Module.End ℂ E`, that is, two linear maps defined on all of `E` and sending `E` into itself. The hypothesis `hP` says that both are symmetric. `FieldCommutator P B` is the relation $[\Pi_0,\Pi_1]=iB$, which stands for a uniform field perpendicular to the plane. In SI units its right side would be $i\hbar qB_z$, with $q$ the charge and $B_z$ the field component; if $qB_z$ is negative, exchange the two axis labels.

The matrix `M` is the inverse mass tensor, not the mass. `M.PosDef` includes its symmetry and describes a band minimum with elliptic energy contours. `cyclotronFrequency M B`, abbreviated `ω M B`, is $B\sqrt{\det M}$, while `lowering` and `raising` are $L$ and $R$.

The theorem `landau_levels` says that under these hypotheses, with `0 < B`, every eigenvalue `μ` of `bandHamiltonian M P` equals $B\sqrt{\det M}(n+\tfrac12)$ for some natural number `n`. Here `μ` is a complex number from the outset, so its reality is part of the conclusion. `landau_levels_mass_tensor` states the same for a mass tensor `m`, with Hamiltonian `bandHamiltonian m⁻¹ P`.

Neither theorem says that each $n$ occurs, or how degenerate a level is. Spin, the orbital magnetic moment of the Bloch states, interactions, disorder and non-parabolic dispersion are absent from the model. On a non-zero finite-dimensional space the commutation relation with $B>0$ is impossible, because a commutator has zero trace, so a truncated matrix representation does not satisfy the hypotheses.

The step left to you is the passage to the self-adjoint Hamiltonian on $L^2$ of the plane: you need a space `E` that the momenta map into itself and that contains the eigenfunctions you care about. If `E` is the space of Schwartz functions, the statement concerns Schwartz eigenfunctions.

```lean
import Mathlib

open Matrix
open Complex (I)

/-! Landau levels of a band with an anisotropic effective mass (`ħ = 1`, unit charge).
For `B ≠ 0` the commutation relation has no instance on a non-zero finite-dimensional space;
the usual instance,
magnetic momenta on Schwartz functions of the plane, is not constructed here. -/

namespace CyclotronEffectiveMass

noncomputable section

variable {E : Type*} [NormedAddCommGroup E] [InnerProductSpace ℂ E]

/-- The kinetic momenta in a magnetic field `B` satisfy `[Π₀, Π₁] = iB`. -/
def FieldCommutator (P : Fin 2 → Module.End ℂ E) (B : ℝ) : Prop :=
  P 0 * P 1 - P 1 * P 0 = (I * (B : ℂ)) • 1

/-- The Hamiltonian `(1/2) ∑ M_jk Π_j Π_k` with inverse mass tensor `M`. -/
def bandHamiltonian (M : Matrix (Fin 2) (Fin 2) ℝ) (P : Fin 2 → Module.End ℂ E) :
    Module.End ℂ E :=
  (1 / 2 : ℂ) • ∑ j, ∑ k, (M j k : ℂ) • (P j * P k)

/-- The cyclotron frequency `B √(det M)` for the inverse mass tensor `M`. -/
def cyclotronFrequency (M : Matrix (Fin 2) (Fin 2) ℝ) (B : ℝ) : ℝ := B * √M.det

local notation "ω" => cyclotronFrequency

/-- The combination `M₀₀ Π₀ + (M₀₁ + i √(det M)) Π₁` of the kinetic momenta. -/
def lowering (M : Matrix (Fin 2) (Fin 2) ℝ) (P : Fin 2 → Module.End ℂ E) :
    Module.End ℂ E :=
  (M 0 0 : ℂ) • P 0 + ((M 0 1 : ℂ) + I * (√M.det : ℝ)) • P 1

/-- The combination `M₀₀ Π₀ + (M₀₁ - i √(det M)) Π₁` of the kinetic momenta. -/
def raising (M : Matrix (Fin 2) (Fin 2) ℝ) (P : Fin 2 → Module.End ℂ E) :
    Module.End ℂ E :=
  (M 0 0 : ℂ) • P 0 + ((M 0 1 : ℂ) - I * (√M.det : ℝ)) • P 1

variable {M : Matrix (Fin 2) (Fin 2) ℝ} {P : Fin 2 → Module.End ℂ E} {B : ℝ}

/-- For symmetric momenta the raising operator is the adjoint of the lowering operator. -/
theorem lowering_adjoint (hP : ∀ j, (P j).IsSymmetric) (x y : E) :
    inner ℂ (lowering M P x) y = inner ℂ x (raising M P y) := by
  simp only [lowering, raising, LinearMap.add_apply, LinearMap.smul_apply, inner_add_left,
    inner_add_right, inner_smul_left, inner_smul_right, hP 0 x y, hP 1 x y, map_add, map_mul,
    Complex.conj_ofReal, Complex.conj_I]
  ring

/-- Completing the square: if `[Π₀, Π₁] = iB` and `M` is positive definite, raising times
lowering equals `M₀₀ (2H - ω)`, with `ω` the cyclotron frequency. -/
theorem raising_mul_lowering (hc : FieldCommutator P B) (hM : M.PosDef) :
    raising M P * lowering M P =
      (M 0 0 : ℂ) • ((2 : ℂ) • bandHamiltonian M P - (ω M B : ℂ) • 1) := by
  unfold FieldCommutator at hc
  have h10 : M 1 0 = M 0 1 := by simpa using hM.isHermitian.apply 0 1
  have hs : ((√M.det : ℝ) : ℂ) ^ 2 = M 0 0 * M 1 1 - M 0 1 ^ 2 := by
    have h : √M.det ^ 2 = M 0 0 * M 1 1 - M 0 1 ^ 2 := by
      rw [Real.sq_sqrt hM.det_pos.le, Matrix.det_fin_two, h10]
      ring
    exact_mod_cast h
  -- the scalar identities behind the coefficients of `1` and of `Π₁²`
  have h1 : (M 0 0 : ℂ) * B * (√M.det : ℝ) * I ^ 2 = -((M 0 0 : ℂ) * B * (√M.det : ℝ)) := by
    rw [Complex.I_sq]
    ring
  have h2 : (M 0 1 : ℂ) ^ 2 - I ^ 2 * ((√M.det : ℝ) : ℂ) ^ 2 = M 0 0 * M 1 1 := by
    rw [Complex.I_sq, hs]
    ring
  simp only [raising, lowering, bandHamiltonian, cyclotronFrequency, Fin.sum_univ_two, h10,
    Complex.ofReal_mul, mul_add, add_mul, smul_mul_assoc, mul_smul_comm]
  linear_combination (norm := module) ((M 0 0 : ℂ) * I * (√M.det : ℝ)) • hc
    + h1 • (1 : Module.End ℂ E) + h2 • (P 1 * P 1)

/-- If `[Π₀, Π₁] = iB`, the commutator of lowering and raising is the number `2 M₀₀ ω`. -/
theorem lowering_raising_commutator (hc : FieldCommutator P B) :
    lowering M P * raising M P - raising M P * lowering M P
      = (2 * (M 0 0 : ℂ) * (ω M B : ℂ)) • 1 := by
  unfold FieldCommutator at hc
  have h1 : -2 * (M 0 0 : ℂ) * B * (√M.det : ℝ) * I ^ 2
      = 2 * (M 0 0 : ℂ) * B * (√M.det : ℝ) := by
    rw [Complex.I_sq]
    ring
  simp only [raising, lowering, cyclotronFrequency, Complex.ofReal_mul, mul_add, add_mul,
    smul_mul_assoc, mul_smul_comm]
  linear_combination (norm := module)
    (-2 * (M 0 0 : ℂ) * I * (√M.det : ℝ)) • hc + h1 • (1 : Module.End ℂ E)

/-- If `[Π₀, Π₁] = iB` and `M` is positive definite, the lowering operator `L` satisfies
`[H, L] = -ω L`. -/
theorem hamiltonian_lowering_commutator (hc : FieldCommutator P B) (hM : M.PosDef) :
    bandHamiltonian M P * lowering M P - lowering M P * bandHamiltonian M P
      = -((ω M B : ℂ) • lowering M P) := by
  have ha : (2 * (M 0 0 : ℂ)) ≠ 0 :=
    mul_ne_zero two_ne_zero (Complex.ofReal_ne_zero.2 hM.diag_pos.ne')
  have e1 := congrArg (fun T => T * lowering M P) (raising_mul_lowering hc hM)
  have e2 := congrArg (fun T => lowering M P * T) (raising_mul_lowering hc hM)
  have e3 := congrArg (fun T => T * lowering M P) (lowering_raising_commutator (M := M) hc)
  simp only [sub_mul, mul_sub, smul_mul_assoc, mul_smul_comm, one_mul, mul_one,
    mul_assoc] at e1 e2 e3
  -- compare both sides after multiplication by `2 M₀₀`
  apply smul_right_injective _ ha
  linear_combination (norm := module) e2 - e1 - e3

/-- For symmetric momenta with `[Π₀, Π₁] = iB`, positive definite `M` and `Hψ = μψ`, the
lowered state has squared norm `M₀₀ (2μ - ω) ‖ψ‖²`. -/
theorem norm_sq_lowering (hP : ∀ j, (P j).IsSymmetric) (hc : FieldCommutator P B)
    (hM : M.PosDef) {μ : ℂ} {ψ : E} (he : bandHamiltonian M P ψ = μ • ψ) :
    ((‖lowering M P ψ‖ ^ 2 : ℝ) : ℂ)
      = (M 0 0 : ℂ) * (2 * μ - (ω M B : ℂ)) * ((‖ψ‖ ^ 2 : ℝ) : ℂ) := by
  have h : ∀ x : E, inner ℂ x x = ((‖x‖ ^ 2 : ℝ) : ℂ) := fun x => by
    rw [inner_self_eq_norm_sq_to_K]
    exact (Complex.ofReal_pow _ _).symm
  have h2 := congrArg (fun T : Module.End ℂ E => T ψ) (raising_mul_lowering hc hM)
  simp only [Module.End.mul_apply, LinearMap.smul_apply, LinearMap.sub_apply,
    Module.End.one_apply, he] at h2
  have h3 : raising M P (lowering M P ψ)
      = ((M 0 0 : ℂ) * (2 * μ - (ω M B : ℂ))) • ψ := by
    rw [h2]
    module
  rw [← h (lowering M P ψ), lowering_adjoint hP, h3, inner_smul_right, h ψ]

/-- Landau levels of an anisotropic band: for symmetric momenta with `[Π₀, Π₁] = iB`, `B > 0`,
and a positive definite inverse mass tensor `M`, every eigenvalue of the Hamiltonian is
`B √(det M) (n + 1/2)` for some natural number `n`. -/
theorem landau_levels (hP : ∀ j, (P j).IsSymmetric) (hc : FieldCommutator P B) (hB : 0 < B)
    (hM : M.PosDef) {μ : ℂ} (hμ : Module.End.HasEigenvalue (bandHamiltonian M P) μ) :
    ∃ n : ℕ, μ = ((B * √M.det * (n + 1 / 2) : ℝ) : ℂ) := by
  have hω : 0 < ω M B := mul_pos hB (Real.sqrt_pos.2 hM.det_pos)
  have ha : 0 < M 0 0 := hM.diag_pos
  -- induction on a bound for the number of quanta that can be removed
  have key : ∀ N : ℕ, ∀ (ν : ℂ) (ψ : E), ψ ≠ 0 → bandHamiltonian M P ψ = ν • ψ →
      ν.re < ω M B * (N + 1 / 2) → ∃ n : ℕ, ν = ((ω M B * (n + 1 / 2) : ℝ) : ℂ) := by
    intro N
    induction N with
    | zero =>
      -- below `ω/2` the lowered state would have a negative squared norm
      intro ν ψ h0 he hlt
      exfalso
      simp only [Nat.cast_zero, zero_add] at hlt
      have hn := congrArg Complex.re (norm_sq_lowering hP hc hM he)
      simp only [Complex.ofReal_re, Complex.mul_re, Complex.sub_re, Complex.ofReal_im,
        Complex.re_ofNat, Complex.im_ofNat, zero_mul, mul_zero, sub_zero] at hn
      have hpos : 0 < M 0 0 * (ω M B - 2 * ν.re) * ‖ψ‖ ^ 2 :=
        mul_pos (mul_pos ha (by linarith)) (pow_pos (norm_pos_iff.2 h0) 2)
      nlinarith [sq_nonneg ‖lowering M P ψ‖]
    | succ N ih =>
      intro ν ψ h0 he hlt
      by_cases hL : lowering M P ψ = 0
      · -- the bottom of the ladder
        have h := norm_sq_lowering hP hc hM he
        rw [hL, norm_zero] at h
        have h' := (mul_eq_zero.1 (h.symm.trans (by simp))).resolve_right
          (Complex.ofReal_ne_zero.2 (pow_ne_zero 2 (norm_ne_zero_iff.2 h0)))
        have h'' := (mul_eq_zero.1 h').resolve_left (Complex.ofReal_ne_zero.2 ha.ne')
        refine ⟨0, ?_⟩
        push_cast
        linear_combination h'' / 2
      · -- one step down the ladder
        have h := congrArg (fun T : Module.End ℂ E => T ψ)
          (hamiltonian_lowering_commutator hc hM)
        simp only [Module.End.mul_apply, LinearMap.sub_apply, LinearMap.neg_apply,
          LinearMap.smul_apply, he, map_smul] at h
        obtain ⟨n, hn⟩ := ih (ν - (ω M B : ℂ)) (lowering M P ψ) hL
          (by linear_combination (norm := module) h)
          (by
            rw [Complex.sub_re, Complex.ofReal_re]
            push_cast at hlt
            linarith)
        refine ⟨n + 1, ?_⟩
        push_cast at hn ⊢
        linear_combination hn
  obtain ⟨ψ, hψ⟩ := hμ.exists_hasEigenvector
  obtain ⟨N, hN⟩ := exists_nat_gt (μ.re / ω M B)
  have hN' := (div_lt_iff₀ hω).1 hN
  exact key N μ ψ hψ.2 hψ.apply_eq_smul (by linarith)

/-- For symmetric momenta with `[Π₀, Π₁] = iB`, `B > 0`, and a positive definite mass tensor `m`,
every eigenvalue of the Hamiltonian with inverse mass tensor `m⁻¹` is `(B / m_c) (n + 1/2)` for some
natural number `n`, with the cyclotron mass `m_c = √(det m)`. -/
theorem landau_levels_mass_tensor {m : Matrix (Fin 2) (Fin 2) ℝ}
    (hP : ∀ j, (P j).IsSymmetric) (hc : FieldCommutator P B) (hB : 0 < B)
    (hm : m.PosDef) {μ : ℂ} (hμ : Module.End.HasEigenvalue (bandHamiltonian m⁻¹ P) μ) :
    ∃ n : ℕ, μ = ((B / √m.det * (n + 1 / 2) : ℝ) : ℂ) := by
  obtain ⟨n, hn⟩ := landau_levels hP hc hB hm.inv hμ
  refine ⟨n, ?_⟩
  rw [hn, Matrix.det_nonsing_inv, Ring.inverse_eq_inv', Real.sqrt_inv, div_eq_mul_inv B]

end

end CyclotronEffectiveMass
```

```lean
#print axioms CyclotronEffectiveMass.landau_levels
#print axioms CyclotronEffectiveMass.landau_levels_mass_tensor
```

```
'CyclotronEffectiveMass.landau_levels' depends on axioms: [propext, Classical.choice, Quot.sound]
'CyclotronEffectiveMass.landau_levels_mass_tensor' depends on axioms: [propext, Classical.choice, Quot.sound]
```

### From the square to the induction

`lowering_adjoint` moves $L$ across the inner product, using the symmetry of each momentum and conjugation of the coefficients.

`raising_mul_lowering` completes the square. Inside it, `hs` records $s^2=M_{00}M_{11}-M_{01}^2$. After the products are expanded, `linear_combination` adds $iM_{00}s$ times the field commutator, together with the scalar identities `h1` and `h2` that fix the coefficients of the identity and of $\Pi_1^2$. The option `(norm := module)` lets the tactic compare linear combinations of operators while leaving the order of their products alone. `lowering_raising_commutator` obtains $[L,R]=2M_{00}\,\omega$ in the same way.

In `hamiltonian_lowering_commutator`, the equations `e1` and `e2` are the completed square multiplied by $L$ from the right and from the left, and `e3` is the ladder commutator times $L$. Their combination `e2 - e1 - e3` is the calculation of $2M_{00}[H,L]$ above, and the non-zero factor $2M_{00}$ is then cancelled.

`norm_sq_lowering` applies the completed square to an eigenvector and uses adjointness to get the formula for $\|L\psi\|^2$. It is an equation between complex numbers, since `μ` is not yet known to be real.

`landau_levels` replaces "this cannot go on forever" by an induction. The claim `key` treats every eigenvector whose eigenvalue `ν` has real part below $\omega(N+\tfrac12)$:

- For $N=0$, the real part of the norm formula would make $\|L\psi\|^2$ negative, so there is no such eigenvector.
- For $N+1$, suppose first that $L\psi=0$. The norm formula then gives $\nu=\omega/2$, so $n=0$.
- If instead $L\psi\neq0$, it is an eigenvector at $\nu-\omega$, whose real part lies below $\omega(N+\tfrac12)$. The induction hypothesis supplies an $n$ for it, and `ν` gets $n+1$.

A natural number $N$ larger than $\operatorname{Re}\mu/\omega$ starts the argument for the given eigenvalue. `landau_levels_mass_tensor` then applies the result to `m⁻¹`, which is again positive definite, and rewrites its determinant as $1/\det m$.
